# With intermediate normalization, the full Q-projected equations are equivalent to the Bloch equation and yield exact eigenvalues of H

When a bond is stretched, two or more determinants can become nearly degenerate, and a single reference may then be a poor starting point. State-universal multireference coupled-cluster methods give each reference φ_k its own operator U_k, for example exp(T_k) with a cluster operator T_k. A program of this kind solves amplitude equations outside the model space and diagonalises a small effective Hamiltonian inside it. Are the resulting numbers eigenvalues of the full Hamiltonian H?

Let the φ_k be finitely many orthonormal states in a finite basis, with

P = Σ_k |φ_k⟩⟨φ_k|,  Q = 1 − P,  P U_k φ_k = φ_k.

The last condition is intermediate normalization: dressing a reference leaves its model-space part unchanged. The wave operator W and the effective Hamiltonian G are defined by

W φ_k = U_k φ_k,  W Q = 0,  G_kl = ⟨φ_k, H U_l φ_l⟩.

Then the Bloch equation

H W = W H W

holds if and only if, for every l,

Q H U_l φ_l = Σ_k G_kl Q U_k φ_k.

If it holds, the characteristic polynomial of G divides that of H.

## Diagonalising G in a multireference code

The divisibility justifies a code that solves these Q equations and reports the eigenvalues of G as energies. In a finite basis, with intermediate normalization and every Q component of the equations satisfied, each eigenvalue of G is an eigenvalue of H, and its algebraic multiplicity in G is at most that in H. G need not be Hermitian even when H is, so an eigensolver that assumes a Hermitian matrix can return wrong values when applied to G.

## From the Q equations to a factor of det(X − H)

Since W Q = 0, we have W = W P, and therefore for every x

W x = Σ_k ⟨φ_k, x⟩ U_k φ_k.

Setting x = H U_l φ_l gives

W H U_l φ_l = Σ_k G_kl U_k φ_k.

Applied to φ_l, the Bloch equation reads H U_l φ_l = W H U_l φ_l, that is,

H U_l φ_l = Σ_k G_kl U_k φ_k.  (1)

Conversely, if (1) holds for all l, then for any x

H W x = Σ_l ⟨φ_l, x⟩ H U_l φ_l = Σ_l ⟨φ_l, x⟩ W H U_l φ_l = W H W x.

So (1) is equivalent to the Bloch equation. Its P component holds automatically: P H U_l φ_l = Σ_k G_kl φ_k by the definition of G, and the right side of (1) projects to the same vector because P U_k φ_k = φ_k. Only the Q component remains, and that is the amplitude equation.

For the spectrum, let B have columns U_k φ_k and let V have rows φ_k†. Taking the inner product of P U_l φ_l = φ_l with φ_k gives ⟨φ_k, U_l φ_l⟩ = δ_kl, so V B = 1. Equation (1) is H B = B G, hence (X − H) B = B (X − G). With semicolons separating block rows,

[X − H, −B; V, 0] · [1, B; 0, X − G] = [X − H, 0; V, 1].

Taking determinants,

det[X − H, −B; V, 0] · det(X − G) = det(X − H).

The first factor is a polynomial in X, so det(X − G) divides det(X − H).

## The equivalence and the divisibility in Lean

```lean
import Mathlib

open Matrix Polynomial

namespace MultireferenceBloch

noncomputable section

variable {n m : Type*} [Fintype n] [DecidableEq n] [Fintype m] [DecidableEq m]

/-- The operator `P = ∑ₖ |φₖ⟩⟨φₖ|`, which for orthonormal states projects on the model space. -/
def modelProj (φ : m → n → ℂ) : Matrix n n ℂ :=
  Matrix.of fun i j => ∑ k, φ k i * star (φ k j)

/-- The effective Hamiltonian `Gₖₗ = ⟨φₖ, H Uₗ φₗ⟩`. -/
def effH (H : Matrix n n ℂ) (U : m → Matrix n n ℂ) (φ : m → n → ℂ) : Matrix m m ℂ :=
  Matrix.of fun k l => star (φ k) ⬝ᵥ (H *ᵥ (U l *ᵥ φ l))

/-- `W` is the wave operator of orthonormal references `φₖ` with intermediate normalization
`P Uₖ φₖ = φₖ`: it sends `φₖ` to `Uₖ φₖ` and vanishes on the range of `Q = 1 - P`. -/
structure IsWaveOp (φ : m → n → ℂ) (U : m → Matrix n n ℂ) (W : Matrix n n ℂ) : Prop where
  orthonormal : ∀ k l, star (φ k) ⬝ᵥ φ l = if k = l then 1 else 0
  normalized : ∀ k, modelProj φ *ᵥ (U k *ᵥ φ k) = φ k
  dress : ∀ k, W *ᵥ φ k = U k *ᵥ φ k
  model_only : W * (1 - modelProj φ) = 0

omit [DecidableEq n] [DecidableEq m] in
/-- The operator `P` sends `x` to `∑ₖ ⟨φₖ, x⟩ φₖ`. -/
theorem modelProj_mulVec (φ : m → n → ℂ) (x : n → ℂ) :
    modelProj φ *ᵥ x = ∑ k, (star (φ k) ⬝ᵥ x) • φ k := by
  ext i
  simp only [modelProj, Matrix.mulVec, dotProduct, Matrix.of_apply, Finset.sum_apply,
    Pi.smul_apply, smul_eq_mul, Pi.star_apply, Finset.sum_mul]
  rw [Finset.sum_comm]
  exact Finset.sum_congr rfl fun k _ => Finset.sum_congr rfl fun j _ => by ring

variable {φ : m → n → ℂ} {U : m → Matrix n n ℂ} {W : Matrix n n ℂ}

/-- The wave operator sends `x` to `∑ₖ ⟨φₖ, x⟩ Uₖ φₖ`. -/
theorem waveOp_mulVec (h : IsWaveOp φ U W) (x : n → ℂ) :
    W *ᵥ x = ∑ k, (star (φ k) ⬝ᵥ x) • (U k *ᵥ φ k) := by
  have h2 := h.model_only
  rw [mul_sub, mul_one, sub_eq_zero] at h2
  rw [h2, ← Matrix.mulVec_mulVec, modelProj_mulVec, Matrix.mulVec_sum]
  simp only [Matrix.mulVec_smul, h.dress]

/-- For a wave operator, the Bloch equation says that `H` maps each `Uₗ φₗ` to a combination
of the `Uₖ φₖ` with coefficients from the effective Hamiltonian. -/
theorem bloch_iff_invariant (h : IsWaveOp φ U W) (H : Matrix n n ℂ) :
    H * W = W * H * W ↔
      ∀ l, H *ᵥ (U l *ᵥ φ l) = ∑ k, effH H U φ k l • (U k *ᵥ φ k) := by
  have key : ∀ l, W *ᵥ (H *ᵥ (U l *ᵥ φ l)) = ∑ k, effH H U φ k l • (U k *ᵥ φ k) :=
    fun l => waveOp_mulVec h _
  constructor
  · intro hB l
    have h' := congrArg (fun A => A *ᵥ φ l) hB
    simp only [← Matrix.mulVec_mulVec, h.dress] at h'
    exact h'.trans (key l)
  · intro hI
    refine Matrix.toLin'.injective (LinearMap.ext fun x => ?_)
    simp only [Matrix.toLin'_apply, ← Matrix.mulVec_mulVec]
    rw [waveOp_mulVec h x]
    simp only [Matrix.mulVec_sum, Matrix.mulVec_smul]
    exact Finset.sum_congr rfl fun k _ => by rw [key, hI]

/-- If `H B = B G` and `B` has a left inverse `V`, then the characteristic polynomial of `G`
divides that of `H`. -/
theorem charpoly_dvd_of_intertwine (H : Matrix n n ℂ) (G : Matrix m m ℂ) (B : Matrix n m ℂ)
    (V : Matrix m n ℂ) (hVB : V * B = 1) (hHB : H * B = B * G) :
    G.charpoly ∣ H.charpoly := by
  have h1 : V.map C * B.map C = 1 := by
    rw [← Matrix.map_mul, hVB]
    simp
  have h2 : H.map C * B.map C = B.map C * G.map C := by
    rw [← Matrix.map_mul, ← Matrix.map_mul, hHB]
  have hH : H.charmatrix = (X : ℂ[X]) • (1 : Matrix n n ℂ[X]) - H.map C := by
    rw [Matrix.smul_one_eq_diagonal]; rfl
  have hG : G.charmatrix = (X : ℂ[X]) • (1 : Matrix m m ℂ[X]) - G.map C := by
    rw [Matrix.smul_one_eq_diagonal]; rfl
  have h3 : H.charmatrix * B.map C = B.map C * G.charmatrix := by
    simp only [hH, hG, Matrix.sub_mul, Matrix.mul_sub, Matrix.smul_mul, Matrix.mul_smul,
      Matrix.one_mul, Matrix.mul_one, h2]
  -- a block factorization exhibits det (X - G) as a factor of det (X - H)
  have hb : fromBlocks H.charmatrix (-B.map C) (V.map C) 0 *
      fromBlocks 1 (B.map C) 0 G.charmatrix = fromBlocks H.charmatrix 0 (V.map C) 1 := by
    rw [Matrix.fromBlocks_multiply]
    simp [h1, h3]
  have hd := congrArg Matrix.det hb
  rw [Matrix.det_mul, Matrix.det_fromBlocks_zero₂₁, Matrix.det_fromBlocks_zero₁₂,
    Matrix.det_one, Matrix.det_one, one_mul, mul_one] at hd
  exact Dvd.intro_left _ hd

/-- For a wave operator, the Bloch equation is equivalent to the `Q`-projected equations for
the `Uₗ φₗ`, and it implies that the characteristic polynomial of the effective Hamiltonian
divides that of `H`. -/
theorem bloch_iff_projected_and_charpoly_dvd (h : IsWaveOp φ U W) (H : Matrix n n ℂ) :
    (H * W = W * H * W ↔
      ∀ l, (1 - modelProj φ) *ᵥ (H *ᵥ (U l *ᵥ φ l)) =
        ∑ k, effH H U φ k l • ((1 - modelProj φ) *ᵥ (U k *ᵥ φ k))) ∧
    (H * W = W * H * W → (effH H U φ).charpoly ∣ H.charpoly) := by
  rw [bloch_iff_invariant h]
  constructor
  · refine forall_congr' fun l => ?_
    -- the P-components of both sides agree automatically
    have hP : modelProj φ *ᵥ (H *ᵥ (U l *ᵥ φ l)) = ∑ k, effH H U φ k l • φ k :=
      modelProj_mulVec _ _
    simp only [Matrix.sub_mulVec, Matrix.one_mulVec, hP, h.normalized, smul_sub,
      Finset.sum_sub_distrib, sub_left_inj]
  · intro hI
    apply charpoly_dvd_of_intertwine H _ (Matrix.of fun i k => (U k *ᵥ φ k) i)
      (Matrix.of fun k i => star (φ k i))
    · -- intermediate normalization gives ⟨φₖ, Uₗ φₗ⟩ = δₖₗ
      ext k l
      have hl := h.normalized l
      rw [modelProj_mulVec] at hl
      have h2 := congrArg (fun v => star (φ k) ⬝ᵥ v) hl
      simp only [dotProduct_sum, dotProduct_smul, smul_eq_mul, h.orthonormal, mul_ite,
        mul_one, mul_zero, Finset.sum_ite_eq, Finset.mem_univ, if_true] at h2
      rw [Matrix.one_apply]
      exact h2
    · ext i l
      have hi := congrFun (hI l) i
      simp only [Finset.sum_apply, Pi.smul_apply, smul_eq_mul] at hi
      refine Eq.trans hi ?_
      simp only [Matrix.mul_apply, Matrix.of_apply]
      exact Finset.sum_congr rfl fun k _ => mul_comm _ _

/-- Two reference states in a three-level system. -/
def refs : Fin 2 → Fin 3 → ℂ := ![![1, 0, 0], ![0, 1, 0]]

/-- One operator for each of the two states in `refs`: it adds the third basis state to that
reference. -/
def excite : Fin 2 → Matrix (Fin 3) (Fin 3) ℂ :=
  ![!![1, 0, 0; 0, 1, 0; 1, 0, 1], !![1, 0, 0; 0, 1, 0; 0, 1, 1]]

/-- A three-level Hamiltonian. -/
def ham : Matrix (Fin 3) (Fin 3) ℂ := !![1, 0, -1; 0, 1, -1; -1, -1, 0]

/-- A three-level operator that adds the third level to each of the first two. -/
def wave : Matrix (Fin 3) (Fin 3) ℂ := !![1, 0, 0; 0, 1, 0; 1, 1, 0]

/-- `wave` is the wave operator of `refs` and `excite`, and it solves the Bloch equation
for `ham`. -/
theorem bloch_witness : IsWaveOp refs excite wave ∧ ham * wave = wave * ham * wave := by
  have hP : modelProj refs = !![1, 0, 0; 0, 1, 0; 0, 0, 0] := by
    ext i j
    fin_cases i <;> fin_cases j <;> simp [modelProj, refs, Fin.sum_univ_succ]
  refine ⟨⟨?_, ?_, ?_, ?_⟩, ?_⟩
  · intro k l
    fin_cases k <;> fin_cases l <;> simp [refs, dotProduct, Fin.sum_univ_succ]
  · intro k
    rw [hP]
    ext i
    fin_cases k <;> fin_cases i <;>
      simp [refs, excite, Matrix.mulVec, dotProduct, Fin.sum_univ_succ]
  · intro k
    ext i
    fin_cases k <;> fin_cases i <;>
      simp [wave, refs, excite, Matrix.mulVec, dotProduct, Fin.sum_univ_succ]
  · rw [mul_sub, mul_one, sub_eq_zero, hP]
    ext i j
    fin_cases i <;> fin_cases j <;> simp [wave, Matrix.mul_apply, Fin.sum_univ_succ]
  · ext i j
    fin_cases i <;> fin_cases j <;> simp [ham, wave, Matrix.mul_apply, Fin.sum_univ_succ]

end

end MultireferenceBloch
```

```lean
#print axioms MultireferenceBloch.bloch_iff_projected_and_charpoly_dvd
-- 'MultireferenceBloch.bloch_iff_projected_and_charpoly_dvd' depends on axioms: [propext, Classical.choice, Quot.sound]
```

The type `n` labels the basis and `m` labels the references; both are finite. States are complex vectors and operators are square matrices. The expression `star (φ k) ⬝ᵥ x` is ⟨φ_k, x⟩, conjugate-linear in the first slot. `modelProj φ` is P, and `effH H U φ` is G. The four fields of `IsWaveOp φ U W` are orthonormality, intermediate normalization, the action of W on the references, and W Q = 0. `H` is any complex matrix, Hermitian or not.

The main theorem, `bloch_iff_projected_and_charpoly_dvd`, has two parts: the equivalence with the Q equations, and the implication from the Bloch equation to divisibility.

`modelProj_mulVec` expands P x, and `waveOp_mulVec` does the same for W x. `bloch_iff_invariant` proves the equivalence with (1), first by applying both sides to φ_l and then by expanding an arbitrary x. In the main theorem, `hP` supplies the P component of H U_l φ_l; after `h.normalized` rewrites the other side, `sub_left_inj` cancels the matching parts. `charpoly_dvd_of_intertwine` carries out the determinant argument, with `hb` as the block identity. The main theorem then supplies V B = 1 and H B = B G.

`bloch_witness` shows that the assumptions and the Bloch equation can be met by a Hermitian three-level `ham` with two references and different operators. There G has rows (0, −1) and (−1, 0), with eigenvalues 1 and −1. The corresponding normalised eigenvectors of H are (1, −1, 0)/√2 and (1, 1, 2)/√6.

## Truncated amplitudes and lost normalization

The theorem takes a solution as given. It says nothing about whether one exists for a chosen ansatz, whether an iteration converges, or which eigenvalues of H are selected. Apart from intermediate normalization, the U_k are arbitrary matrices, so no exponential form or linked-cluster property enters. A code that truncates the excitations and projects only onto part of the Q space has not established the hypothesis, and its eigenvalues of G are in general approximations. Residuals that are small but nonzero are likewise not covered; there is no error bound here.

Intermediate normalization matters even in a two-level system. Take one reference φ = (1, 0), H = 1 and U = 2·1, so that W = diag(2, 0). Every other condition on W holds, and the Q equation reads 0 = 0. Yet

H W = diag(2, 0),  W H W = diag(4, 0),

so the Bloch equation fails. Moreover G = 2, while the only eigenvalue of H is 1. A program that checked only the Q residual would report convergence and return the wrong energy; checking ⟨φ_k, U_l φ_l⟩ = δ_kl as well exposes the error.
